# One-dimensional polynomial orbitals of degree below n have an exact tensor hypercontraction on 2n − 1 distinct nodes

An orbital here is a real polynomial in one variable of degree below $n$, with $n\ge 1$, a pair density is a product of two orbitals, and the electron interaction is a bilinear form $B$ on polynomials, so that $B(fg,hk)$ is the two-electron integral $(fg|hk)$ in chemists' notation. The grid is a finite family of real nodes $x_P$, and a core is a real matrix $Z_{PQ}$ that couples the grid points.

```lean
import Mathlib

open Polynomial

namespace TensorHypercontraction

noncomputable section

variable {ι : Type*} [Fintype ι] [DecidableEq ι]

/-- The hypercontracted two-electron integral: orbital values at the grid points `x P` and `x Q`,
coupled by a core matrix `Z`. -/
def thc (x : ι → ℝ) (Z : Matrix ι ι ℝ) (f g h k : ℝ[X]) : ℝ :=
  ∑ P, ∑ Q, (f.eval (x P) * g.eval (x P)) * Z P Q * (h.eval (x Q) * k.eval (x Q))

/-- The interaction `B` between the Lagrange polynomials of the grid. -/
def core (B : ℝ[X] →ₗ[ℝ] ℝ[X] →ₗ[ℝ] ℝ) (x : ι → ℝ) : Matrix ι ι ℝ :=
  Matrix.of fun P Q => B (Lagrange.basis Finset.univ x P) (Lagrange.basis Finset.univ x Q)

/-- The core `Z` on the grid `x` reproduces every two-electron integral of `B` over
polynomial orbitals of degree below `n`. -/
def IsExactTHC (n : ℕ) (B : ℝ[X] →ₗ[ℝ] ℝ[X] →ₗ[ℝ] ℝ) (x : ι → ℝ) (Z : Matrix ι ι ℝ) : Prop :=
  ∀ f g h k : ℝ[X], f.natDegree < n → g.natDegree < n → h.natDegree < n → k.natDegree < n →
    B (f * g) (h * k) = thc x Z f g h k

/-- A pair density of two orbitals of degree below `n` is recovered from its values on
any grid of at least `2n - 1` distinct points. -/
theorem pair_density_interpolation {n : ℕ} {x : ι → ℝ} (hx : Function.Injective x)
    (hn : 2 * n ≤ Fintype.card ι + 1) {f g : ℝ[X]} (hf : f.natDegree < n)
    (hg : g.natDegree < n) :
    f * g = ∑ P, (f.eval (x P) * g.eval (x P)) • Lagrange.basis Finset.univ x P := by
  have hmul : (f * g).natDegree ≤ f.natDegree + g.natDegree := natDegree_mul_le
  have hlt : (f * g).natDegree < (Finset.univ : Finset ι).card := by
    rw [Finset.card_univ]
    omega
  have hdeg : (f * g).degree < ((Finset.univ : Finset ι).card : WithBot ℕ) :=
    lt_of_le_of_lt degree_le_natDegree (by exact_mod_cast hlt)
  calc f * g = Lagrange.interpolate Finset.univ x (fun P => (f * g).eval (x P)) :=
        Lagrange.eq_interpolate hx.injOn hdeg
    _ = _ := by simp only [Lagrange.interpolate_apply, eval_mul, smul_eq_C_mul]

/-- Exact tensor hypercontraction: on at least `2n - 1` distinct nodes, the interaction between
Lagrange polynomials is an exact core for all orbitals of degree below `n`. -/
theorem exact_hypercontraction {n : ℕ} (B : ℝ[X] →ₗ[ℝ] ℝ[X] →ₗ[ℝ] ℝ) {x : ι → ℝ}
    (hx : Function.Injective x) (hn : 2 * n ≤ Fintype.card ι + 1) {f g h k : ℝ[X]}
    (hf : f.natDegree < n) (hg : g.natDegree < n) (hh : h.natDegree < n)
    (hk : k.natDegree < n) :
    B (f * g) (h * k) = thc x (core B x) f g h k := by
  -- interpolate both pair densities, then expand by bilinearity
  rw [pair_density_interpolation hx hn hf hg, pair_density_interpolation hx hn hh hk]
  simp only [thc, core, Matrix.of_apply]
  rw [LinearMap.map_sum₂]
  refine Finset.sum_congr rfl fun P _ => ?_
  rw [map_sum]
  refine Finset.sum_congr rfl fun Q _ => ?_
  simp only [map_smul, LinearMap.smul_apply, smul_eq_mul]
  ring

omit [Fintype ι] in
/-- A product of at most `2n - 2` polynomials of degree at most one is a pair density of
two orbitals of degree below `n`. -/
theorem product_is_pair_density {n : ℕ} (s : Finset ι) (u : ι → ℝ[X])
    (hu : ∀ i, (u i).natDegree ≤ 1) (hs : s.card + 2 ≤ 2 * n) :
    ∃ f g : ℝ[X], f.natDegree < n ∧ g.natDegree < n ∧ f * g = ∏ i ∈ s, u i := by
  have hb : ∀ r : Finset ι, (∏ i ∈ r, u i).natDegree ≤ r.card := fun r =>
    (natDegree_prod_le r u).trans (by
      simpa using Finset.sum_le_card_nsmul r (fun i => (u i).natDegree) 1 (fun i _ => hu i))
  -- put up to `n - 1` factors in one orbital and the rest in the other
  obtain ⟨t, hts, htc⟩ := Finset.exists_subset_card_eq (Nat.min_le_left s.card (n - 1))
  have hc := Finset.card_sdiff_add_card_eq_card hts
  have h1 := hb (s \ t)
  have h2 := hb t
  exact ⟨∏ i ∈ s \ t, u i, ∏ i ∈ t, u i, by omega, by omega, Finset.prod_sdiff hts⟩

/-- On a grid of `2n - 1` points every Lagrange polynomial is a pair density of two orbitals
of degree below `n`. -/
theorem lagrange_is_pair_density {n : ℕ} (x : ι → ℝ) (hn : Fintype.card ι + 1 = 2 * n) (P : ι) :
    ∃ f g : ℝ[X], f.natDegree < n ∧ g.natDegree < n ∧
      f * g = Lagrange.basis Finset.univ x P := by
  refine product_is_pair_density (Finset.univ.erase P)
    (fun R => Lagrange.basisDivisor (x P) (x R)) (fun R => ?_) ?_
  · unfold Lagrange.basisDivisor
    exact (natDegree_C_mul_le _ _).trans (natDegree_X_sub_C _).le
  · rw [Finset.card_erase_of_mem (Finset.mem_univ P), Finset.card_univ]
    omega

/-- On exactly `2n - 1` distinct nodes a core is exact for all orbitals of degree below `n`
if and only if it is the interaction between the Lagrange polynomials. -/
theorem exact_iff_eq_core {n : ℕ} (B : ℝ[X] →ₗ[ℝ] ℝ[X] →ₗ[ℝ] ℝ) {x : ι → ℝ}
    (hx : Function.Injective x) (hn : Fintype.card ι + 1 = 2 * n) (Z : Matrix ι ι ℝ) :
    IsExactTHC n B x Z ↔ Z = core B x := by
  constructor
  · intro hZ
    have hδ : ∀ (P R : ι) (f g : ℝ[X]), f * g = Lagrange.basis Finset.univ x P →
        f.eval (x R) * g.eval (x R) = if R = P then 1 else 0 := by
      intro P R f g hfg
      rw [← eval_mul, hfg]
      split_ifs with hR
      · rw [hR]
        exact Lagrange.eval_basis_self hx.injOn (Finset.mem_univ P)
      · exact Lagrange.eval_basis_of_ne (Ne.symm hR) (Finset.mem_univ R)
    ext P Q
    -- test exactness on the pair densities `l_P` and `l_Q`
    obtain ⟨f, g, hf, hg, hfg⟩ := lagrange_is_pair_density x hn P
    obtain ⟨h, k, hh, hk, hhk⟩ := lagrange_is_pair_density x hn Q
    have key := hZ f g h k hf hg hh hk
    have hval : thc x Z f g h k = Z P Q := by
      simp only [thc, hδ P _ f g hfg, hδ Q _ h k hhk]
      simp
    rw [hfg, hhk, hval] at key
    exact key.symm
  · rintro rfl
    intro f g h k hf hg hh hk
    exact exact_hypercontraction B hx hn.ge hf hg hh hk

/-- If the self-interaction of every nonzero density of degree at most `2n - 2` is positive,
an exact hypercontraction for orbitals of degree below `n` needs at least `2n - 1` grid points. -/
theorem grid_size_lower_bound {n : ℕ} {B : ℝ[X] →ₗ[ℝ] ℝ[X] →ₗ[ℝ] ℝ} {x : ι → ℝ}
    {Z : Matrix ι ι ℝ} (hB : ∀ p : ℝ[X], p ≠ 0 → p.natDegree + 1 < 2 * n → 0 < B p p)
    (hZ : IsExactTHC n B x Z) : 2 * n ≤ Fintype.card ι + 1 := by
  by_contra hlt
  -- the nodal polynomial is a pair density that the grid cannot see
  obtain ⟨f, g, hf, hg, hfg⟩ := product_is_pair_density (n := n) Finset.univ
    (fun P => X - C (x P)) (fun P => (natDegree_X_sub_C _).le)
    (by rw [Finset.card_univ]; omega)
  have hne : f * g ≠ 0 := by
    rw [hfg]
    exact Finset.prod_ne_zero_iff.2 fun P _ => X_sub_C_ne_zero _
  have hz : ∀ P, f.eval (x P) * g.eval (x P) = 0 := by
    intro P
    rw [← eval_mul, hfg, eval_prod]
    exact Finset.prod_eq_zero (Finset.mem_univ P) (by simp)
  have hmul : (f * g).natDegree ≤ f.natDegree + g.natDegree := natDegree_mul_le
  have hpos := hB (f * g) hne (by omega)
  rw [hZ f g f g hf hg hf hg] at hpos
  simp only [thc, hz, zero_mul, Finset.sum_const_zero, lt_self_iff_false] at hpos

/-- The model interaction that pairs the first `N` monomial coefficients of two densities. -/
def coefficientForm (N : ℕ) : ℝ[X] →ₗ[ℝ] ℝ[X] →ₗ[ℝ] ℝ :=
  LinearMap.mk₂ ℝ (fun p q => ∑ k ∈ Finset.range N, p.coeff k * q.coeff k)
    (fun p p' q => by simp only [coeff_add, add_mul, Finset.sum_add_distrib])
    (fun c p q => by
      simp only [coeff_smul, smul_eq_mul, Finset.mul_sum]
      exact Finset.sum_congr rfl fun _ _ => by ring)
    (fun p q q' => by simp only [coeff_add, mul_add, Finset.sum_add_distrib])
    (fun c p q => by
      simp only [coeff_smul, smul_eq_mul, Finset.mul_sum]
      exact Finset.sum_congr rfl fun _ _ => by ring)

/-- The coefficient form is positive on nonzero densities of degree at most `2n - 2`, and has
an exact hypercontraction on the grid `0, 1, ..., 2n - 1`. -/
theorem grid_size_lower_bound_witness (n : ℕ) :
    (∀ p : ℝ[X], p ≠ 0 → p.natDegree + 1 < 2 * n → 0 < coefficientForm (2 * n) p p) ∧
      IsExactTHC n (coefficientForm (2 * n)) (fun P : Fin (2 * n) => ((P : ℕ) : ℝ))
        (core (coefficientForm (2 * n)) (fun P : Fin (2 * n) => ((P : ℕ) : ℝ))) := by
  constructor
  · intro p hp hdeg
    change 0 < ∑ k ∈ Finset.range (2 * n), p.coeff k * p.coeff k
    -- the leading coefficient contributes a positive square
    refine Finset.sum_pos' (fun k _ => mul_self_nonneg _)
      ⟨p.natDegree, Finset.mem_range.2 (by omega), ?_⟩
    exact mul_self_pos.2 (leadingCoeff_ne_zero.2 hp)
  · intro f g h k hf hg hh hk
    refine exact_hypercontraction _ ?_ ?_ hf hg hh hk
    · intro a b hab
      exact Fin.ext (Nat.cast_injective (R := ℝ) hab)
    · rw [Fintype.card_fin]
      omega

end

end TensorHypercontraction
```

```lean
#print axioms TensorHypercontraction.exact_hypercontraction
#print axioms TensorHypercontraction.exact_iff_eq_core
#print axioms TensorHypercontraction.grid_size_lower_bound
```

```
'TensorHypercontraction.exact_hypercontraction' depends on axioms: [propext, Classical.choice, Quot.sound]
'TensorHypercontraction.exact_iff_eq_core' depends on axioms: [propext, Classical.choice, Quot.sound]
'TensorHypercontraction.grid_size_lower_bound' depends on axioms: [propext, Classical.choice, Quot.sound]
```

## Integrals, grids and cores as Lean objects

Write $M$ for the number of grid points, which is `Fintype.card ι` in the code. The definition `thc` is the hypercontracted integral

$$\sum_{P,Q} f(x_P)\,g(x_P)\,Z_{PQ}\,h(x_Q)\,k(x_Q).$$

The definition `core` supplies one particular matrix, $Z_{PQ}=B(l_P,l_Q)$, where

$$l_P(X)=\prod_{R\neq P}\frac{X-x_R}{x_P-x_R}$$

is the Lagrange polynomial of node $P$, written `Lagrange.basis Finset.univ x P`. The predicate `IsExactTHC` says that a core $Z$ reproduces $B(fg,hk)$ for all orbitals $f,g,h,k$ of degree below $n$. Since it covers all such polynomials, it covers any chosen list $f_1,\dots,f_n$ of them.

Three theorems carry the content:

- `exact_hypercontraction`: if the nodes are distinct (`Function.Injective x`) and $M\ge 2n-1$, then the Lagrange core is exact. The size condition is written `2 * n ≤ Fintype.card ι + 1`, which avoids subtraction of natural numbers.
- `exact_iff_eq_core`: if the nodes are distinct and $M=2n-1$, a core is exact if and only if it is the Lagrange core.
- `grid_size_lower_bound`: if $B(p,p)>0$ for every nonzero $p$ of degree at most $2n-2$, then any grid that admits an exact core has $M\ge 2n-1$. Here the core is arbitrary and the nodes may even coincide.

Nothing is assumed about the symmetry of $B$, and the first two theorems need no positivity.

## Orbitals that share a Gaussian factor

Bare polynomials are not normalisable on the real line, but a common weight can be moved into $B$. Take one-dimensional orbitals $f(r)e^{-r^2/2}$, as for a harmonic oscillator, and a bounded repulsion $v(r,r')$. Then

$$B(p,q)=\iint p(r)\,e^{-r^2}\,v(r,r')\,q(r')\,e^{-r'^2}\,dr\,dr'$$

is a bilinear form of the required kind, and the grid values in `thc` are those of the polynomial factors alone.

The positivity condition in the lower bound stands for electrostatic self-repulsion: a density that is not identically zero costs energy. A softened Coulomb repulsion $1/\sqrt{(r-r')^2+a^2}$ with $a>0$ has this property, because its Fourier transform is positive. Some such condition is necessary, since for $B=0$ the zero core is exact on any grid.

In electronic structure, the grid-based form of tensor hypercontraction replaces the four-index integral tensor by orbital values on a grid and a two-index core; for these one-dimensional polynomial orbitals the replacement is an identity with a grid that grows linearly in $n$. For general molecular orbitals in three dimensions, a grid whose size grows only linearly with the number of orbitals usually gives an approximation, and the theorems give no error bounds for that case. They also leave aside the numerical conditioning of the core and the cost of computing it.

## Interpolating both pair densities

Let $f$ and $g$ have degree at most $n-1$. Their product has degree at most $2n-2$, which is less than $M$. The polynomial

$$fg-\sum_P f(x_P)\,g(x_P)\,l_P$$

has degree at most $M-1$ and vanishes at all $M$ distinct nodes, because $l_P(x_R)$ is $1$ for $R=P$ and $0$ otherwise. It is therefore zero, and

$$fg=\sum_P f(x_P)\,g(x_P)\,l_P .$$

This is `pair_density_interpolation`. The code obtains the degree bound from `natDegree_mul_le` and takes the interpolation itself from Mathlib's `Lagrange.eq_interpolate`.

The same identity holds for $hk$ with index $Q$. Inserting both into $B$ and using linearity in each argument gives

$$B(fg,hk)=\sum_{P,Q} f(x_P)\,g(x_P)\,B(l_P,l_Q)\,h(x_Q)\,k(x_Q).$$

The proof of `exact_hypercontraction` follows this order: it rewrites both densities, pulls the first sum out with `LinearMap.map_sum₂` and the second with `map_sum`, then moves the scalars out and lets `ring` put the factors in order.

## Reading off the core on 2n − 1 nodes

The other two theorems rest on a converse observation: a product of at most $2n-2$ factors of degree at most one is itself a pair density. Put up to $n-1$ of the factors into one orbital and the rest, again at most $n-1$, into the other. Both orbitals then have degree below $n$. In `product_is_pair_density` the subset `t` holds the first group, with $\min(|s|,n-1)$ elements of the index set $s$, and `omega` checks the two degree bounds.

When $M=2n-1$, each $l_P$ is a product of exactly $2n-2$ linear factors, so $l_P=fg$ for two admissible orbitals (`lagrange_is_pair_density`). Likewise $l_Q=hk$. Suppose now that some core $Z$ is exact. On the grid,

$$f(x_R)\,g(x_R)=\delta_{RP},\qquad h(x_R)\,k(x_R)=\delta_{RQ},$$

so the hypercontracted sum collapses to one term, and exactness reads

$$B(l_P,l_Q)=Z_{PQ}.$$

Every entry of $Z$ is thus fixed. In the code `hδ` is the Kronecker delta statement, `hval` is the collapse of the double sum, and `key` is the exactness equation for these four orbitals. The opposite direction of the equivalence is `exact_hypercontraction`.

On a larger grid of distinct nodes uniqueness fails: the grid values of pair densities then span a proper subspace of $\mathbb{R}^M$, and adding $vv^{T}$ to the core, with $v\ne 0$ orthogonal to that subspace, changes no integral.

## A density that a small grid misses

Suppose that $M\le 2n-2$ and that $Z$ is exact. The nodal polynomial

$$\prod_P (X-x_P)$$

is nonzero and has $M\le 2n-2$ linear factors, so it equals $fg$ for two admissible orbitals. It vanishes at every node. Exactness applied to $B(fg,fg)$ gives a sum in which every term is zero, whatever $Z$ is, while positivity demands $B(fg,fg)>0$. This contradiction proves $M\ge 2n-1$.

The proof of `grid_size_lower_bound` has the same parts: `hne` says that the density is nonzero, `hz` that the grid values vanish, and `hpos` that the self-interaction is positive. Rewriting `hpos` with the exactness hypothesis turns it into $0<0$.

The last theorem, `grid_size_lower_bound_witness`, gives a concrete interaction and grid to which the lower bound applies. The interaction `coefficientForm (2 * n)` multiplies the coefficients of equal powers in two polynomials and sums over the first $2n$ powers. A nonzero $p$ of degree at most $2n-2$ has its leading coefficient among these, and its square makes $B(p,p)$ positive. The grid $0,1,\dots,2n-1$ has $2n$ distinct points, one more than the minimum, so the Lagrange core is exact there by the first theorem.

## Constant and linear orbitals on three nodes

Take $n=2$, the nodes $-1,0,1$, and a contact interaction on an interval, $B(p,q)=\int_{-1}^{1}p(r)\,q(r)\,dr$. The Lagrange polynomials are

$$l_{-1}=\tfrac12 X(X-1),\qquad l_0=1-X^2,\qquad l_1=\tfrac12 X(X+1),$$

labelled here by their nodes. Integrating their products gives the core

$$Z=\frac{1}{15}\begin{pmatrix}4&2&-1\\2&16&2\\-1&2&4\end{pmatrix}.$$

For $f=g=h=k=X$ the pair density $X^2$ has grid values $(1,0,1)$. The hypercontracted sum is $(4-1-1+4)/15=2/5$, which agrees with $\int_{-1}^{1}r^4\,dr=2/5$.

Now remove the middle node. The density $(X-1)(X+1)=X^2-1$ vanishes at both remaining nodes, so every $2\times2$ core assigns it zero self-interaction. Its true value is $\int_{-1}^{1}(r^2-1)^2\,dr=16/15$, so these two nodes are not enough. By `grid_size_lower_bound`, no other pair of nodes is enough either.
